# The BCS condensation-energy integral for a constant gap over a symmetric energy shell

In the BCS model of a superconductor, a quasiparticle with band energy ξ, measured from the Fermi level, has energy E = √(ξ² + Δ²). The theorem `condensation_integral` states that the integral of |ξ| − E + Δ²/(2E) from −ω to ω equals ω(ω − √(ω² + Δ²)). The gap Δ is positive and the same at every ξ, the cutoff ω is finite and nonnegative, and no density of states or gap equation enters the statement. The proof splits the integrand into |ξ| and E − Δ²/(2E), integrates the first on either side of the Fermi level, and treats the second by the fundamental theorem of calculus with the antiderivative ξE/2.

Lean 4 with Mathlib refuses this proof:

```lean
import Mathlib

open Filter Topology

namespace CondensationIntegral

noncomputable section

/-- The quasiparticle energy `E = √(ξ² + Δ²)` at band energy `ξ`, measured from the Fermi level,
and gap `Δ`. -/
def qpEnergy (Δ ξ : ℝ) : ℝ := √(ξ ^ 2 + Δ ^ 2)

/-- For a positive gap the quasiparticle energy is positive. -/
theorem qpEnergy_pos {Δ : ℝ} (hΔ : 0 < Δ) (ξ : ℝ) : 0 < qpEnergy Δ ξ :=
  Real.sqrt_pos.2 (by positivity)

/-- The quasiparticle energy is a continuous function of the band energy. -/
theorem continuous_qpEnergy (Δ : ℝ) : Continuous (qpEnergy Δ) :=
  Real.continuous_sqrt.comp (by fun_prop : Continuous fun ξ : ℝ => ξ ^ 2 + Δ ^ 2)

/-- For a positive gap, `ξ E / 2` is an antiderivative of `E - Δ² / (2E)`. -/
theorem hasDerivAt_antiderivative {Δ : ℝ} (hΔ : 0 < Δ) (ξ : ℝ) :
    HasDerivAt (fun x => x * qpEnergy Δ x / 2)
      (qpEnergy Δ ξ - Δ ^ 2 / (2 * qpEnergy Δ ξ)) ξ := by
  have h2 : HasDerivAt (fun x : ℝ => x ^ 2 + Δ ^ 2) (2 * ξ) ξ := by
    simpa using (hasDerivAt_pow 2 ξ).add_const (Δ ^ 2)
  have hne : ξ ^ 2 + Δ ^ 2 ≠ 0 := by positivity
  -- the derivative of `E` with respect to the band energy is `ξ / E`
  have hE : HasDerivAt (qpEnergy Δ) (ξ / qpEnergy Δ ξ) ξ :=
    (h2.sqrt hne).congr_deriv (mul_div_mul_left _ _ two_ne_zero)
  have hpos := (qpEnergy_pos hΔ ξ).ne'
  have hsq : qpEnergy Δ ξ ^ 2 = ξ ^ 2 + Δ ^ 2 := Real.sq_sqrt (by positivity)
  refine (((hasDerivAt_id' ξ).fun_mul hE).div_const 2).congr_deriv ?_
  field_simp
  linear_combination -hsq

/-- For a positive gap and a nonnegative cutoff, the integral of `|ξ| - E + Δ² / (2E)` over the
pairing shell equals `ω (ω - √(ω² + Δ²))`. -/
theorem condensation_integral {Δ ω : ℝ} (hΔ : 0 < Δ) (hω : 0 ≤ ω) :
    ∫ ξ in (-ω)..ω, (|ξ| - qpEnergy Δ ξ + Δ ^ 2 / (2 * qpEnergy Δ ξ)) =
      ω * (ω - √(ω ^ 2 + Δ ^ 2)) := by
  have hc : Continuous fun ξ => qpEnergy Δ ξ - Δ ^ 2 / (2 * qpEnergy Δ ξ) :=
    (continuous_qpEnergy Δ).sub (continuous_const.div
      (continuous_const.mul (continuous_qpEnergy Δ))
      (fun ξ => mul_ne_zero two_ne_zero (qpEnergy_pos hΔ ξ).ne'))
  -- the normal-state part, on either side of the Fermi level
  have hp : ∫ x in (0 : ℝ)..ω, |x| = ω ^ 2 / 2 := by
    have h : ∫ x in (0 : ℝ)..ω, |x| = ∫ x in (0 : ℝ)..ω, x :=
      intervalIntegral.integral_congr (fun x hx => by
        rw [Set.uIcc_of_le hω] at hx
        exact abs_of_nonneg hx.1)
    rw [h, integral_id]
    ring
  have hm : ∫ x in (-ω)..(0 : ℝ), |x| = ω ^ 2 / 2 := by
    have h : ∫ x in (-ω)..(0 : ℝ), |x| = ∫ x in (-ω)..(0 : ℝ), -x :=
      intervalIntegral.integral_congr (fun x hx => by
        rw [Set.uIcc_of_le (by linarith)] at hx
        exact abs_of_nonpos hx.2)
    rw [h, intervalIntegral.integral_neg, integral_id]
    ring
  have habs : ∫ x in (-ω)..ω, |x| = ω ^ 2 := by
    rw [← intervalIntegral.integral_add_adjacent_intervals
      (continuous_abs.intervalIntegrable (-ω) 0) (continuous_abs.intervalIntegrable 0 ω), hp, hm]
    ring
  -- the paired part, by the fundamental theorem of calculus
  have hpair := intervalIntegral.integral_eq_sub_of_hasDerivAt
    (fun ξ _ => hasDerivAt_antiderivative hΔ ξ) (hc.intervalIntegrable (-ω) ω)
  have hsplit : ∫ ξ in (-ω)..ω, (|ξ| - qpEnergy Δ ξ + Δ ^ 2 / (2 * qpEnergy Δ ξ)) =
      (∫ ξ in (-ω)..ω, |ξ|) -
        ∫ ξ in (-ω)..ω, (qpEnergy Δ ξ - Δ ^ 2 / (2 * qpEnergy Δ ξ)) := by
    rw [← intervalIntegral.integral_sub (continuous_abs.intervalIntegrable _ _)
      (hc.intervalIntegrable _ _)]
    refine intervalIntegral.integral_congr (fun ξ _ => ?_)
    dsimp only
    ring
  rw [hsplit, habs, hpair]
  simp only [qpEnergy, neg_sq]
  ring

end

end CondensationIntegral
```

Compiling this gives:

```
Main.lean:74:4: error: `dsimp` made no progress
```

What went wrong. The message concerns the step `hsplit`, which writes the integral as a difference of two. After `intervalIntegral.integral_sub` has joined the two integrals on the right into one, `intervalIntegral.integral_congr` reduces the claim to an equality of the integrands at each `ξ`.

The line `dsimp only` was there to tidy that equality, for instance by evaluating functions written as `fun ξ => ...` at the point. But the goal produced by `refine` was already in simplified form, so `dsimp only` had nothing to change. Lean treats that as an error, even though the goal itself is sound.

The repair deletes the line. The next tactic, `ring`, then meets the pointwise equality directly and proves it, since the two sides differ only in how the same terms are grouped and signed.

The mended proof, as a diff:

```diff
@@ -72,5 +72,4 @@
       (hc.intervalIntegrable _ _)]
     refine intervalIntegral.integral_congr (fun ξ _ => ?_)
-    dsimp only
     ring
   rw [hsplit, habs, hpair]
```
